# With at least two identical fermions and two holes in a j shell, the J one below the maximum is missing

Two electrons in a \(j=7/2\) shell have 28 states, and their largest total angular momentum is \(J=6\). If you list the multiplets as \(J=6,5,4,\dots\), the first three already need \(13+11+9=33\) states. The correct list is \(6,4,2,0\), which uses \(13+9+5+1=28\). A state with \(M=5\) does exist, but it belongs to the \(J=6\) multiplet. For identical fermions, the gap below the top appears whenever the shell holds at least two particles and at least two holes, and the next \(J\) down then occurs exactly once.

## Orbitals, states and multiplets

```lean
import Mathlib

open Finset

namespace ShellTopMultiplets
```

The setting is a single shell of angular momentum \(j\). Here \(N=2j+1\) is the number of orbitals, not of particles; the particle number is \(n\). Orbitals are numbered \(i=0,\dots,N-1\) from the highest projection down, so \(m=j-i\).

```lean
/-- Twice the projection `m = j - i` of orbital `i` in a shell with `N = 2j + 1` orbitals. -/
def twiceM (N i : ℕ) : ℤ := (N : ℤ) - 1 - 2 * i
```

`twiceM` is \(2m=N-1-2i\). Doubling keeps half-integer projections within the integers `ℤ`.

```lean
/-- The states of `n` identical fermions in `N` orbitals whose total projection `M`
satisfies `2M = k`. -/
def states (N n : ℕ) (k : ℤ) : Finset (Finset ℕ) :=
  ((range N).powersetCard n).filter (fun S => ∑ i ∈ S, twiceM N i = k)
```

A state is a set \(S\) of \(n\) occupied orbitals, that is, a Slater determinant. Using sets builds in the Pauli principle. `range N` is \(\{0,\dots,N-1\}\), `powersetCard n` collects its \(n\)-element subsets, and `filter` keeps those with \(2M=k\).

```lean
/-- The number of multiplets with `2J = k`, for `k ≥ 0`: the number of states with `M = J`
minus the number with `M = J + 1`. -/
def multiplets (N n : ℕ) (k : ℤ) : ℤ :=
  ((states N n k).card : ℤ) - ((states N n (k + 2)).card : ℤ)
```

A multiplet \(J'\) has one state at each \(M=-J',\dots,J'\). The number of states with \(M=J\ge 0\) therefore counts all multiplets with \(J'\ge J\), and subtracting the number with \(M=J+1\) leaves those with \(J'=J\). Lean takes this difference as the definition of `multiplets`. That it equals the number of rotation multiplets in the \(n\)-fermion space is the step supplied by angular momentum theory.

```lean
/-- The `n`-element subsets of `{0, ..., N-1}` with sum `s`. -/
def fillings (N n s : ℕ) : Finset (Finset ℕ) :=
  ((range N).powersetCard n).filter (fun S => ∑ i ∈ S, i = s)
```

`fillings` sorts the same sets by their plain index sum \(s\).

```lean
/-- The `n`-fermion states whose index sum exceeds that of `{0, ..., n-1}` by `t`. -/
def excited (N n : ℕ) (t : ℤ) : Finset (Finset ℕ) :=
  ((range N).powersetCard n).filter
    (fun S => ∑ i ∈ S, (i : ℤ) = ∑ i ∈ range n, (i : ℤ) + t)
```

`excited` sorts them by the excess
\[
t=\sum_{i\in S} i-\sum_{i=0}^{n-1} i ,
\]
measured from the filling of the first \(n\) orbitals. The name refers to lowered projection, not to energy. Write \(E(N,n,t)\) for the number of such sets.

## Counting by adding one orbital

```lean
/-- The number of states of `n + 1` fermions in `N + 1` orbitals with excess `t` is the number for
`n + 1` fermions in `N` orbitals with excess `t`, plus the number for `n` fermions in `N` orbitals
with excess `t - (N - n)`. -/
theorem card_succ (N n : ℕ) (t : ℤ) :
    (excited (N + 1) (n + 1) t).card =
      (excited N (n + 1) t).card + (excited N n (t - ((N : ℤ) - n))).card := by
  have hN : range (N + 1) = insert N (range N) := by
    ext a
    simp only [mem_range, mem_insert]
    omega
  have hNN : N ∉ range N := by simp
  have hnot : ∀ m, ∀ S ∈ powersetCard m (range N), N ∉ S :=
    fun m S hS h => hNN ((mem_powersetCard.1 hS).1 h)
  -- the states in which the new orbital is occupied
  have himg : ((powersetCard n (range N)).image (insert N)).filter
      (fun S : Finset ℕ => ∑ i ∈ S, (i : ℤ) = ∑ i ∈ range (n + 1), (i : ℤ) + t) =
      (excited N n (t - ((N : ℤ) - n))).image (insert N) := by
    unfold excited
    rw [filter_image]
    refine congrArg (Finset.image (insert N)) (filter_congr fun S hS => ?_)
    rw [sum_insert (hnot n S hS), sum_range_succ]
    constructor <;> intro h <;> linarith
  have hinj : Set.InjOn (insert N : Finset ℕ → Finset ℕ)
      (excited N n (t - ((N : ℤ) - n)) : Set (Finset ℕ)) := by
    intro S hS T hT h
    have hS' := hnot n S (mem_filter.1 (mem_coe.1 hS)).1
    have hT' := hnot n T (mem_filter.1 (mem_coe.1 hT)).1
    have h' : insert N S = insert N T := h
    rw [← erase_insert hS', ← erase_insert hT', h']
  have hdis : Disjoint (excited N (n + 1) t)
      ((excited N n (t - ((N : ℤ) - n))).image (insert N)) := by
    refine disjoint_left.2 fun S hS hT => ?_
    obtain ⟨T, _, rfl⟩ := mem_image.1 hT
    exact hnot (n + 1) _ (mem_filter.1 hS).1 (mem_insert_self N T)
  have hsplit : excited (N + 1) (n + 1) t = excited N (n + 1) t ∪
      (excited N n (t - ((N : ℤ) - n))).image (insert N) := by
    rw [← himg]
    unfold excited
    rw [hN, powersetCard_succ_insert hNN, filter_union]
  rw [hsplit, card_union_of_disjoint hdis, card_image_of_injOn hinj]
```

Add orbital \(N\) to the shell. If it is empty, all \(n+1\) particles sit in the old orbitals. If it is occupied, it adds \(N\) to the index sum while the reference sum grows by \(n\), so the other \(n\) particles have excess \(t-(N-n)\):
\[
E(N+1,n+1,t)=E(N,n+1,t)+E(N,n,t-(N-n)).
\]
In the proof, `hsplit` makes this division, `himg` computes the shift in excess, `hdis` shows that the two cases do not overlap, and `hinj` shows that adding orbital \(N\) never merges two states.

```lean
/-- Without fermions there is a single state, with zero excess. -/
theorem card_vacuum (N : ℕ) (t : ℤ) :
    (excited N 0 t).card = if t = 0 then 1 else 0 := by
  by_cases h : t = 0
  · subst h
    simp [excited, filter_singleton]
  · simp [excited, filter_singleton, h, Ne.symm h]
```

With no particles there is only the empty set, so \(E(N,0,t)\) is 1 for \(t=0\) and 0 otherwise.

```lean
/-- There is no state with more fermions than orbitals, and none with negative excess. -/
theorem card_none (N n : ℕ) (t : ℤ) (h : N < n ∨ t < 0) : (excited N n t).card = 0 := by
  induction N generalizing n t with
  | zero =>
    cases n with
    | zero =>
      have ht : t ≠ 0 := by omega
      rw [card_vacuum, if_neg ht]
    | succ n =>
      have he : powersetCard (n + 1) (range 0) = ∅ := powersetCard_eq_empty.2 (by simp)
      unfold excited
      rw [he]
      simp
  | succ N ih =>
    cases n with
    | zero =>
      have ht : t ≠ 0 := by omega
      rw [card_vacuum, if_neg ht]
    | succ n =>
      have hs := card_succ N n t
      have h1 := ih (n + 1) t (by omega)
      have h2 := ih n (t - ((N : ℤ) - n)) (by omega)
      omega
```

\(E(N,n,t)=0\) if \(n>N\) or \(t<0\). The proof is by induction on \(N\): both terms of the recursion again have too many particles or negative excess. The tactic `omega` does the integer arithmetic here and below.

```lean
/-- A full shell has no state with nonzero excess. -/
theorem card_full (n : ℕ) (t : ℤ) (ht : t ≠ 0) : (excited n n t).card = 0 := by
  induction n with
  | zero => rw [card_vacuum, if_neg ht]
  | succ n ih =>
    have hs := card_succ n n t
    rw [sub_self, sub_zero] at hs
    have h1 := card_none n (n + 1) t (by omega)
    omega
```

For a full shell the recursion reads \(E(n+1,n+1,t)=E(n,n+1,t)+E(n,n,t)\). The first term has too many particles, and the second vanishes by induction when \(t\ne0\).

```lean
/-- For `n ≤ N` exactly one state has zero excess. -/
theorem card_lowest (N n : ℕ) (h : n ≤ N) : (excited N n 0).card = 1 := by
  induction N generalizing n with
  | zero =>
    obtain rfl : n = 0 := by omega
    rw [card_vacuum, if_pos rfl]
  | succ N ih =>
    cases n with
    | zero => rw [card_vacuum, if_pos rfl]
    | succ k =>
      have hs := card_succ N k 0
      by_cases e : N = k
      · have e0 : (0 : ℤ) - ((N : ℤ) - k) = 0 := by omega
        rw [e0] at hs
        have h1 := card_none N (k + 1) 0 (by omega)
        have h2 := ih k (by omega)
        omega
      · have h1 := ih (k + 1) (by omega)
        have h2 := card_none N k (0 - ((N : ℤ) - k)) (by omega)
        omega
```

For \(n\le N\), \(E(N,n,0)=1\). If the enlarged shell is full, only the term with the new orbital occupied survives. Otherwise occupying it would leave a negative excess, and only the other term survives. The surviving term is 1 by induction.

```lean
/-- For `2 ≤ n ≤ N - 2` one state has excess 1 and two states have excess 2. -/
theorem card_low (N n : ℕ) (hn : 2 ≤ n) (hN : n + 2 ≤ N) :
    (excited N n 1).card = 1 ∧ (excited N n 2).card = 2 := by
  have one : ∀ M m : ℕ, 1 ≤ m → m < M → (excited M m 1).card = 1 := by
    intro M
    induction M with
    | zero => intro m _ h; omega
    | succ M ih =>
      intro m h1 h2
      obtain ⟨k, rfl⟩ : ∃ k, m = k + 1 := ⟨m - 1, by omega⟩
      have hs := card_succ M k 1
      by_cases e : M = k + 1
      · subst e
        have e0 : (1 : ℤ) - (((k + 1 : ℕ) : ℤ) - k) = 0 := by omega
        rw [e0] at hs
        have h3 := card_full (k + 1) 1 (by norm_num)
        have h4 := card_lowest (k + 1) k (by omega)
        omega
      · have h3 := ih (k + 1) (by omega) (by omega)
        have h4 := card_none M k (1 - ((M : ℤ) - k)) (by omega)
        omega
  refine ⟨one N n (by omega) (by omega), ?_⟩
  induction N generalizing n with
  | zero => omega
  | succ N ih =>
    obtain ⟨k, rfl⟩ : ∃ k, n = k + 1 := ⟨n - 1, by omega⟩
    have hs := card_succ N k 2
    by_cases e : N = k + 1 + 1
    · -- two holes in the shell: split off the last two orbitals
      subst e
      have e0 : (2 : ℤ) - (((k + 1 + 1 : ℕ) : ℤ) - k) = 0 := by omega
      rw [e0] at hs
      have hr := card_succ (k + 1) k 2
      have e1 : (2 : ℤ) - (((k + 1 : ℕ) : ℤ) - k) = 1 := by omega
      rw [e1] at hr
      have h1 := card_full (k + 1) 2 (by norm_num)
      have h2 := card_lowest (k + 1 + 1) k (by omega)
      have h3 := one (k + 1) k (by omega) (by omega)
      omega
    · have h1 := ih (k + 1) (by omega) (by omega)
      have h2 := card_none N k (2 - ((N : ℤ) - k)) (by omega)
      omega
```

In pictures, excess 1 means moving the last particle down one orbital. Excess 2 means moving it down two, or moving the last two particles down one each. The first option needs two holes, the second two particles.

The recursion gives the same counts. The inner statement `one` says \(E(M,m,1)=1\) for \(1\le m<M\), where \(M\) is temporarily a number of orbitals. With one hole,
\[
E(k+2,k+1,1)=E(k+1,k+1,1)+E(k+1,k,0)=0+1 .
\]
With more holes, occupying the new orbital costs more than 1, so the count does not change.

For excess 2 and two holes, apply the recursion twice:
\[
\begin{aligned}
E(k+3,k+1,2)&=E(k+2,k+1,2)+E(k+2,k,0)\\
&=E(k+1,k+1,2)+E(k+1,k,1)+1\\
&=0+1+1=2 .
\end{aligned}
\]
Here \(n=k+1\ge2\) gives \(k\ge1\), as `one` requires. With further holes the new orbital costs at least 3, and the count stays at 2. The `by_cases` lines separate these situations.

```lean
/-- For `2 ≤ n ≤ N - 2`, the `n`-element subsets of `{0, ..., N-1}` with sum
`n(n-1)/2 + t` number 1, 1, 2 for `t = 0, 1, 2`. -/
theorem subset_counts (N n : ℕ) (hn : 2 ≤ n) (hN : n + 2 ≤ N) :
    (fillings N n (n * (n - 1) / 2)).card = 1 ∧
    (fillings N n (n * (n - 1) / 2 + 1)).card = 1 ∧
    (fillings N n (n * (n - 1) / 2 + 2)).card = 2 := by
  have bridge : ∀ t : ℕ, fillings N n (n * (n - 1) / 2 + t) = excited N n (t : ℤ) := by
    intro t
    unfold fillings excited
    refine filter_congr fun S _ => ?_
    rw [← sum_range_id]
    have hS : ((∑ i ∈ S, i : ℕ) : ℤ) = ∑ i ∈ S, (i : ℤ) := Nat.cast_sum S (fun i => i)
    have hR : ((∑ i ∈ range n, i : ℕ) : ℤ) = ∑ i ∈ range n, (i : ℤ) :=
      Nat.cast_sum (range n) (fun i => i)
    constructor <;> intro h <;> omega
  have b0 := bridge 0
  have b1 := bridge 1
  have b2 := bridge 2
  rw [add_zero, Nat.cast_zero] at b0
  rw [Nat.cast_one] at b1
  rw [Nat.cast_ofNat] at b2
  rw [b0, b1, b2]
  exact ⟨card_lowest N n (by omega), card_low N n hn hN⟩
```

This is the result for subsets: index sums \(n(n-1)/2+t\) occur 1, 1, 2 times for \(t=0,1,2\). Since \(\sum_{i=0}^{n-1}i=n(n-1)/2\), `bridge` identifies `fillings` with `excited`, and the earlier counts apply.

## From excess to angular momentum

```lean
/-- The states with `2M = n(N-n) - 2t` are those with excess `t`. -/
theorem states_eq (N n : ℕ) (k t : ℤ) (hk : k = (n : ℤ) * (N - n) - 2 * t) :
    states N n k = excited N n t := by
  have g : ∀ m : ℕ, 2 * ∑ i ∈ range m, (i : ℤ) = (m : ℤ) * (m - 1) := by
    intro m
    induction m with
    | zero => simp
    | succ m ih =>
      rw [sum_range_succ, mul_add, ih]
      push_cast
      ring
  unfold states excited
  refine filter_congr fun S hS => ?_
  have hc := (mem_powersetCard.1 hS).2
  have hsum : ∑ i ∈ S, twiceM N i =
      (n : ℤ) * (N - n) - 2 * (∑ i ∈ S, (i : ℤ) - ∑ i ∈ range n, (i : ℤ)) := by
    simp only [twiceM, sum_sub_distrib, ← mul_sum, sum_const, hc, nsmul_eq_mul]
    linear_combination -(g n)
  rw [hsum, hk]
  constructor <;> intro h <;> linarith
```

Summing \(2m\) over the occupied orbitals gives
\[
2M=n(N-1)-2\sum_{i\in S}i=n(N-1)-n(n-1)-2t=n(N-n)-2t .
\]
The auxiliary fact `g` is the formula for the reference sum, and `hsum` is the displayed computation.

```lean
/-- For `2 ≤ n ≤ N - 2` fermions in `N` orbitals, no state has an `M` that exceeds by a positive
integer the value `n(N-n)/2`; the multiplet with `J = n(N-n)/2` occurs once, the one with `J` lower
by one is absent, and the one with `J` lower by two occurs once. -/
theorem missing_next_to_top (N n : ℕ) (hn : 2 ≤ n) (hN : n + 2 ≤ N) :
    (∀ s : ℕ, states N n ((n : ℤ) * (N - n) + 2 * (s + 1)) = ∅) ∧
    multiplets N n ((n : ℤ) * (N - n)) = 1 ∧
    multiplets N n ((n : ℤ) * (N - n) - 2) = 0 ∧
    multiplets N n ((n : ℤ) * (N - n) - 4) = 1 := by
  have d0 := card_lowest N n (by omega)
  obtain ⟨d1, d2⟩ := card_low N n hn hN
  have dneg := card_none N n (-1) (by omega)
  refine ⟨fun s => ?_, ?_, ?_, ?_⟩
  · rw [states_eq N n _ (-((s : ℤ) + 1)) (by ring)]
    exact card_eq_zero.1 (card_none N n (-((s : ℤ) + 1)) (by omega))
  · unfold multiplets
    rw [states_eq N n _ 0 (by ring), states_eq N n _ (-1) (by ring), d0, dneg]
    norm_num
  · unfold multiplets
    rw [states_eq N n _ 1 (by ring), states_eq N n _ 0 (by ring), d1, d0]
    norm_num
  · unfold multiplets
    rw [states_eq N n _ 2 (by ring), states_eq N n _ 1 (by ring), d2, d1]
    norm_num
```

The hypotheses `hn` and `hN` say \(2\le n\le N-2\). The first conclusion is that no \(M\) exceeds \(n(N-n)/2\) by a positive integer \(s+1\), since the excess would be negative. The other three give the multiplicities, starting from \(J_{\max}=n(N-n)/2\):
\[
\begin{aligned}
J_{\max}&:\ 1-0=1,\\
J_{\max}-1&:\ 1-1=0,\\
J_{\max}-2&:\ 2-1=1 .
\end{aligned}
\]
Each `rw` with `states_eq` turns a projection into an excess, and `norm_num` does the subtraction. In the smallest case, \(N=4\) and \(n=2\), these are \(J=2,1,0\).

With \(j\) read as \(l\), the same counting gives the \(L\) values of spin-parallel electrons in a single \(l\) shell, though not their energies: \(d^2\) has \({}^3F\) and \({}^3P\) but no \({}^3D\).

```lean
/-- For a single particle in `N ≥ 5` orbitals, the multiplet with `J` two below the maximal
value `(N-1)/2` is absent. -/
theorem single_particle (N : ℕ) (hN : 5 ≤ N) : multiplets N 1 ((N : ℤ) - 5) = 0 := by
  have h : ∀ (M : ℕ) (t : ℤ), 0 ≤ t →
      (excited M 1 t).card = if t < (M : ℤ) then 1 else 0 := by
    intro M t ht
    induction M with
    | zero =>
      have h0 := card_none 0 1 t (by omega)
      split_ifs <;> omega
    | succ M ih =>
      have hs := card_succ M 0 t
      rw [zero_add, card_vacuum, ih] at hs
      rw [hs]
      split_ifs <;> omega
  have a1 : (excited N 1 1).card = 1 := by
    rw [h N 1 (by norm_num)]
    exact if_pos (by omega)
  have a2 : (excited N 1 2).card = 1 := by
    rw [h N 2 (by norm_num)]
    exact if_pos (by omega)
  unfold multiplets
  rw [states_eq N 1 ((N : ℤ) - 5) 2 (by push_cast; ring),
    states_eq N 1 ((N : ℤ) - 5 + 2) 1 (by push_cast; ring), a1, a2]
  norm_num

end ShellTopMultiplets
```

One particle has only \(J=j\). Its excess can be any \(t=0,\dots,N-1\), once each, which is the inner statement `h`. For \(N\ge5\) the multiplicity two below the top is therefore \(1-1=0\), not 1, so the last conclusion of `missing_next_to_top` fails if \(n=1\) is admitted.

```lean
#print axioms ShellTopMultiplets.subset_counts
#print axioms ShellTopMultiplets.missing_next_to_top
#print axioms ShellTopMultiplets.single_particle
```

```
'ShellTopMultiplets.subset_counts' depends on axioms: [propext, Classical.choice, Quot.sound]
'ShellTopMultiplets.missing_next_to_top' depends on axioms: [propext, Classical.choice, Quot.sound]
'ShellTopMultiplets.single_particle' depends on axioms: [propext, Classical.choice, Quot.sound]
```
